# The exact error of a Lanczos Green function off the real axis

The local density of states at one site of a large tight-binding cluster follows from a single diagonal element of the Green function, vᴴ(z − A)⁻¹v. Here A is the Hamiltonian matrix, v the unit vector on that site, z a complex energy and ᴴ the conjugate transpose. A few Lanczos steps from v replace A by a small real symmetric matrix T. How far is the small Green function from the true one?

Number the orthonormal Lanczos vectors 0, …, k, collect them as the columns of V with v first, and let e₀ and eₖ be the first and last unit vectors of the small space. A leads out of their span along at most one direction, a residual q orthogonal to them, with real coupling b:

A V = V T + b q eₖᵀ.

With y = (z − T)⁻¹e₀ and Im z ≠ 0, the error is

vᴴ(z − A)⁻¹v − y₀ = b² yₖ² qᴴ(z − A)⁻¹q,

and for a unit vector q its modulus is at most b²|yₖ|²/|Im z|. For a finite, non-interacting Hamiltonian and a single starting vector, this bounds the error of the local Green function using only T, b and z.

## The Lanczos relation as matrix equations

In Lean 4 with Mathlib:

```lean
import Mathlib

open Matrix

namespace LanczosGreenError

noncomputable section

variable {n : Type*} [Fintype n] [DecidableEq n] {k : ℕ}
```

`green A z` is the matrix inverse of z − A, and `element A z u w` is uᴴ(z − A)⁻¹w, conjugate-linear in `u`.

```lean
/-- The Green function `(z - A)⁻¹`, for `z` outside the spectrum of `A`. -/
def green (A : Matrix n n ℂ) (z : ℂ) : Matrix n n ℂ := (z • (1 : Matrix n n ℂ) - A)⁻¹

/-- The Green function element `⟨u, (z - A)⁻¹ w⟩`, for `z` outside the spectrum of `A`. -/
def element (A : Matrix n n ℂ) (z : ℂ) (u w : n → ℂ) : ℂ := star u ⬝ᵥ (green A z *ᵥ w)
```

T has real entries by its type, and `toComplex` lets it act on complex vectors. `residual k q` is the matrix q eₖᵀ.

```lean
/-- A real matrix regarded as a complex one. -/
def toComplex (T : Matrix (Fin (k + 1)) (Fin (k + 1)) ℝ) :
    Matrix (Fin (k + 1)) (Fin (k + 1)) ℂ := T.map (fun t => (t : ℂ))

/-- The residual matrix `q e_lastᵀ`: its last column is `q`, the others vanish. -/
def residual (k : ℕ) (q : n → ℂ) : Matrix n (Fin (k + 1)) ℂ :=
  Matrix.of fun i j => if j = Fin.last k then q i else 0
```

The structure `Lanczos` collects five conditions. They describe the result of a run and not the algorithm, so T need not be tridiagonal, and A may be complex Hermitian.

```lean
/-- The Lanczos relation `A V = V T + b q e_lastᵀ` for Hermitian `A` and real symmetric `T`,
with orthonormal columns of `V` and a residual direction `q` orthogonal to them. -/
structure Lanczos (A : Matrix n n ℂ) (V : Matrix n (Fin (k + 1)) ℂ)
    (T : Matrix (Fin (k + 1)) (Fin (k + 1)) ℝ) (b : ℝ) (q : n → ℂ) : Prop where
  hermitian : A.IsHermitian
  symmetric : T.IsSymm
  orthonormal : Vᴴ * V = 1
  orthogonal : Vᴴ *ᵥ q = 0
  recurrence : A * V = V * toComplex T + (b : ℂ) • residual k q
```

`smallSolution T z` is y, with `Pi.single 0 1` for e₀. Its entries at `0` and `Fin.last k` are y₀ and yₖ, which coincide when k = 0.

```lean
/-- The solution `y = (z - T)⁻¹ e_first` of the small system, for `z` outside the
spectrum of `T`. -/
def smallSolution (T : Matrix (Fin (k + 1)) (Fin (k + 1)) ℝ) (z : ℂ) : Fin (k + 1) → ℂ :=
  green (toComplex T) z *ᵥ Pi.single 0 1
```

## Hermitian A and a nonreal energy

Hermiticity (`hermitian`) makes energies real; Im z (`hz`) is the broadening, of either sign. Since xᴴAx is real,

Im xᴴ(z − A)x = Im z ‖x‖².

```lean
/-- For Hermitian `A`, the imaginary part of `⟨x, (z - A) x⟩` is `Im z` times the squared
norm of `x`. -/
theorem im_quadratic_form {A : Matrix n n ℂ} (hA : A.IsHermitian) (z : ℂ) (x : n → ℂ) :
    (star x ⬝ᵥ ((z • (1 : Matrix n n ℂ) - A) *ᵥ x)).im = z.im * ∑ i, ‖x i‖ ^ 2 := by
  -- the expectation value of A is real
  have h : star x ⬝ᵥ (A *ᵥ x) = star (star x ⬝ᵥ (A *ᵥ x)) := by
    conv_lhs => rw [Matrix.star_dotProduct, Matrix.star_mulVec, hA.eq,
      ← Matrix.dotProduct_mulVec]
  have him : (star x ⬝ᵥ (A *ᵥ x)).im = 0 := by
    have h' := congrArg Complex.im h
    rw [Complex.star_def, Complex.conj_im] at h'
    linarith
  have hn : star x ⬝ᵥ x = ((∑ i, ‖x i‖ ^ 2 : ℝ) : ℂ) := by
    simp [dotProduct, Complex.conj_mul']
  rw [Matrix.sub_mulVec, Matrix.smul_mulVec, Matrix.one_mulVec, dotProduct_sub,
    dotProduct_smul, hn, Complex.sub_im, him, smul_eq_mul, Complex.mul_im,
    Complex.ofReal_re, Complex.ofReal_im]
  ring
```

If (z − A)x = 0, the left side vanishes, so ‖x‖ = 0 and x = 0. Hence z − A is invertible. The proof takes a null vector from a vanishing determinant and reaches the same contradiction. The lemma serves for T as well.

```lean
/-- For Hermitian `A` and `z` off the real axis, `z - A` is invertible. -/
theorem isUnit_det_shift {A : Matrix n n ℂ} (hA : A.IsHermitian) {z : ℂ} (hz : z.im ≠ 0) :
    IsUnit (z • (1 : Matrix n n ℂ) - A).det := by
  rw [isUnit_iff_ne_zero]
  intro h0
  obtain ⟨x, hx, hx0⟩ := Matrix.exists_mulVec_eq_zero_iff.mpr h0
  have h := im_quadratic_form hA z x
  rw [hx0, dotProduct_zero, Complex.zero_im] at h
  have hs : ∑ i, ‖x i‖ ^ 2 = 0 := (mul_eq_zero.mp h.symm).resolve_left hz
  apply hx
  funext i
  have hi := (Finset.sum_eq_zero_iff_of_nonneg (fun i _ => sq_nonneg ‖x i‖)).mp hs i
    (Finset.mem_univ i)
  simpa using hi
```

Hermiticity is used again when the adjoint of the recurrence is taken. With no condition on A in its place, the law can fail. Take one-way hopping between two sites, A = [[0, 0], [1, 0]], with v on the first site, q on the second, T = 0 and b = 1. The true error is 0, while the right side is 1/z³.

If z is an eigenvalue of A, there is no Green function to compare with. The identity by hand needs only that z − A and z − T be invertible, which Im z ≠ 0 guarantees.

## A residual direction of unit length

Normalising q puts the whole strength of the leakage into b. The identity does not need this; the bound does. Let u = (z − A)⁻¹q and g = qᴴu. Then uᴴ(z − A)u = uᴴq is the complex conjugate of g, so

Im g = −Im z ‖u‖².

```lean
/-- For Hermitian `A` and `z` off the real axis, the imaginary part of `⟨q, (z - A)⁻¹ q⟩`
is `-Im z` times the squared norm of `(z - A)⁻¹ q`. -/
theorem im_element {A : Matrix n n ℂ} (hA : A.IsHermitian) {z : ℂ} (hz : z.im ≠ 0)
    (q : n → ℂ) : (element A z q q).im = -(z.im * ∑ i, ‖(green A z *ᵥ q) i‖ ^ 2) := by
  rw [← im_quadratic_form hA, Matrix.mulVec_mulVec, green,
    Matrix.mul_nonsing_inv _ (isUnit_det_shift hA hz), Matrix.one_mulVec,
    Matrix.star_dotProduct, Complex.star_def, Complex.conj_im, neg_neg]
  rfl
```

Therefore |Im z| ‖u‖² ≤ |g|. Cauchy–Schwarz with ‖q‖ = 1 gives |g|² ≤ ‖u‖². Together,

|Im z| |g|² ≤ |g|, hence |g| ≤ 1/|Im z|,

the case g = 0 being trivial. In the proof `h1` is the first inequality, `h2` the second, and the last lines divide by |g|.

```lean
/-- For Hermitian `A`, a unit vector `q` and `z` off the real axis,
`|⟨q, (z - A)⁻¹ q⟩| ≤ 1 / |Im z|`. -/
theorem norm_element_le {A : Matrix n n ℂ} (hA : A.IsHermitian) {z : ℂ} (hz : z.im ≠ 0)
    {q : n → ℂ} (hq : ∑ i, ‖q i‖ ^ 2 = 1) : ‖element A z q q‖ ≤ 1 / |z.im| := by
  have hpos : 0 < |z.im| := abs_pos.mpr hz
  have hS : 0 ≤ ∑ i, ‖(green A z *ᵥ q) i‖ ^ 2 := Finset.sum_nonneg fun i _ => sq_nonneg _
  have h1 := Complex.abs_im_le_norm (element A z q q)
  rw [im_element hA hz, abs_neg, abs_mul, abs_of_nonneg hS] at h1
  -- Cauchy-Schwarz with the unit vector q
  have h3 : ‖element A z q q‖ ≤ ∑ i, ‖q i‖ * ‖(green A z *ᵥ q) i‖ := by
    refine (norm_sum_le _ _).trans (le_of_eq ?_)
    exact Finset.sum_congr rfl fun i _ => by rw [norm_mul, Pi.star_apply, norm_star]
  have h4 := Finset.sum_mul_sq_le_sq_mul_sq Finset.univ (fun i => ‖q i‖)
    (fun i => ‖(green A z *ᵥ q) i‖)
  rw [hq, one_mul] at h4
  have h2 := (pow_le_pow_left₀ (norm_nonneg _) h3 2).trans h4
  rw [le_div_iff₀ hpos]
  rcases (norm_nonneg (element A z q q)).eq_or_lt with h0 | h0
  · rw [← h0]; simp
  · have h5 := mul_le_mul_of_nonneg_left h2 hpos.le
    refine le_of_mul_le_mul_left ?_ h0
    linarith
```

With no condition on the length of q, the bound on the error can fail. For two sites with unit hopping, started on the first, T = 0 and b q is the unit vector on the second site. Writing this as b = 1/2 with q of length 2, at z = i, gives an error of modulus 1/2 against a bound of 1/4.

## The recurrence: leakage through one vector only

The field `recurrence` says that A leads out of the Lanczos space only from the last vector, and only along q. Subtracting it from zV gives

V(z − T) = (z − A)V + b q eₖᵀ,

which is `e1` in the main proof. Applied to y, it reads v = (z − A)Vy + b yₖ q (`hv`), and so

(z − A)⁻¹v = V y + b yₖ u,

which is `ha`. Without the recurrence, T need have nothing to do with A: for A = 1, T = 0, V = 1 and b = 0 the error is 1/(z − 1) − 1/z, not 0.

## Orthonormal Lanczos vectors

The field `orthonormal`, VᴴV = 1, makes the small space a faithful copy of the span of the Lanczos vectors. Multiplying the last equation by Vᴴ and taking component 0 gives

vᴴ(z − A)⁻¹v = y₀ + b yₖ (Vᴴu)₀,

where `hVV` supplies VᴴVy = y.

Unit length of the columns alone is not enough. Let A be the 1×1 matrix 1 and let V repeat the vector 1 twice. Then T = [[0, 1], [1, 0]] satisfies the recurrence with b = 0 and q = 0, but the error is 1/(z² − 1). Loss of orthogonality in floating-point Lanczos runs violates this same condition.

## A residual orthogonal to the Lanczos space

The field `orthogonal`, Vᴴq = 0, says that q is a new direction. The adjoint of the recurrence, with A Hermitian, T real symmetric and b real, is

(z − T)Vᴴ = Vᴴ(z − A) + b eₖqᴴ,

which is `e2`. Applied to u, it gives (`hN`)

(z − T)Vᴴu = Vᴴq + b g eₖ = b g eₖ.

With no condition on Vᴴq, the term b yₖ yᵀVᴴq is added to the error. For A = V = q = b = 1 and T = 0 it equals 1/z².

If the Lanczos vectors already span the whole space, orthogonality forces q = 0 and the law gives zero error; the bound, which asks for a unit q, then does not apply.

## Real symmetric T

The small matrix holds real level energies and couplings. Its symmetry makes z − T equal to its own transpose, so yᵀ(z − T)w = w₀ for every w (`h1`). With w = Vᴴu this gives

(Vᴴu)₀ = b g yₖ,

which is `h2`. Inserted into the formula for vᴴ(z − A)⁻¹v, it produces the second factor b yₖ and completes the law.

The field `symmetric` is assumed in the structure, though it costs nothing: multiplying the recurrence by Vᴴ gives T = VᴴAV, which is Hermitian, and a real Hermitian matrix is symmetric. Reality matters more. For a complex Hermitian T, the same argument by hand replaces yₖ² by the product of the (0, k) and (k, 0) elements of (z − T)⁻¹, which may differ.

In the theorem, `fun x => V x 0` is the starting vector v.

```lean
variable {A : Matrix n n ℂ} {V : Matrix n (Fin (k + 1)) ℂ}
  {T : Matrix (Fin (k + 1)) (Fin (k + 1)) ℝ} {b : ℝ} {q : n → ℂ}

/-- Exact error of the Lanczos Green function: for `z` off the real axis and `v` the first
Lanczos vector, `⟨v, (z-A)⁻¹ v⟩ - y_first = b² y_last² ⟨q, (z-A)⁻¹ q⟩`. -/
theorem lanczos_green_error (h : Lanczos A V T b q) {z : ℂ} (hz : z.im ≠ 0) :
    element A z (fun x => V x 0) (fun x => V x 0) - smallSolution T z 0 =
      (b : ℂ) ^ 2 * smallSolution T z (Fin.last k) ^ 2 * element A z q q := by
  have hTH : (toComplex T).IsHermitian := by
    ext i j
    simp [toComplex, h.symmetric.apply i j]
  have hTs : (toComplex T)ᵀ = toComplex T := by
    ext i j
    simp [toComplex, h.symmetric.apply i j]
  have hM := isUnit_det_shift h.hermitian hz
  -- the recurrence and its adjoint, written for z - A and z - T
  have e1 : V * (z • 1 - toComplex T) = (z • 1 - A) * V + (b : ℂ) • residual k q := by
    rw [Matrix.mul_sub, Matrix.sub_mul, h.recurrence, Matrix.mul_smul, Matrix.smul_mul,
      Matrix.mul_one, Matrix.one_mul]
    abel
  have e2 : (z • 1 - toComplex T) * Vᴴ = Vᴴ * (z • 1 - A) + (b : ℂ) • (residual k q)ᴴ := by
    have h' := congrArg conjTranspose h.recurrence
    rw [conjTranspose_mul, h.hermitian.eq, conjTranspose_add, conjTranspose_mul, hTH.eq,
      conjTranspose_smul, Complex.star_def, Complex.conj_ofReal] at h'
    rw [Matrix.mul_sub, Matrix.sub_mul, h', Matrix.mul_smul, Matrix.smul_mul,
      Matrix.mul_one, Matrix.one_mul]
    abel
  have hy : (z • (1 : Matrix (Fin (k + 1)) (Fin (k + 1)) ℂ) - toComplex T) *ᵥ
      smallSolution T z = Pi.single 0 1 := by
    rw [smallSolution, green, Matrix.mulVec_mulVec,
      Matrix.mul_nonsing_inv _ (isUnit_det_shift hTH hz), Matrix.one_mulVec]
  have hu : (z • (1 : Matrix n n ℂ) - A) *ᵥ (green A z *ᵥ q) = q := by
    rw [green, Matrix.mulVec_mulVec, Matrix.mul_nonsing_inv _ hM, Matrix.one_mulVec]
  have hG : ∀ x, green A z *ᵥ ((z • (1 : Matrix n n ℂ) - A) *ᵥ x) = x := by
    intro x
    rw [green, Matrix.mulVec_mulVec, Matrix.nonsing_inv_mul _ hM, Matrix.one_mulVec]
  have hel : element A z (fun x => V x 0) (fun x => V x 0) =
      (Vᴴ *ᵥ (green A z *ᵥ fun x => V x 0)) 0 := rfl
  have hqq : element A z q q = star q ⬝ᵥ (green A z *ᵥ q) := rfl
  rw [hel, hqq]
  generalize smallSolution T z = y at hy ⊢
  generalize hdef : green A z *ᵥ q = u at hu ⊢
  -- (z - A)⁻¹ v = V y + b y_last (z - A)⁻¹ q
  have hv0 : V *ᵥ Pi.single 0 1 = fun x => V x 0 := by
    ext x
    simp [Matrix.mulVec, dotProduct, Pi.single_apply]
  have hQ : residual k q *ᵥ y = y (Fin.last k) • q := by
    ext x
    simp [residual, Matrix.mulVec, dotProduct, mul_comm]
  have hv : (fun x => V x 0) = (z • (1 : Matrix n n ℂ) - A) *ᵥ (V *ᵥ y) +
      ((b : ℂ) * y (Fin.last k)) • q := by
    rw [← hv0, ← hy, Matrix.mulVec_mulVec, e1, Matrix.add_mulVec, Matrix.smul_mulVec, hQ,
      smul_smul, ← Matrix.mulVec_mulVec]
  have ha : (green A z *ᵥ fun x => V x 0) = V *ᵥ y + ((b : ℂ) * y (Fin.last k)) • u := by
    rw [hv, Matrix.mulVec_add, hG, Matrix.mulVec_smul, hdef]
  -- the overlap of v with (z - A)⁻¹ q gives the second factor b y_last
  have hQs : (residual k q)ᴴ *ᵥ u = (star q ⬝ᵥ u) • Pi.single (Fin.last k) 1 := by
    ext j
    by_cases hj : j = Fin.last k
    · subst hj
      simp [residual, Matrix.mulVec, dotProduct]
    · simp [residual, Matrix.mulVec, dotProduct, hj]
  have hN : (z • (1 : Matrix (Fin (k + 1)) (Fin (k + 1)) ℂ) - toComplex T) *ᵥ (Vᴴ *ᵥ u) =
      ((b : ℂ) * (star q ⬝ᵥ u)) • Pi.single (Fin.last k) 1 := by
    rw [Matrix.mulVec_mulVec, e2, Matrix.add_mulVec, ← Matrix.mulVec_mulVec, hu,
      h.orthogonal, zero_add, Matrix.smul_mulVec, hQs, smul_smul]
  have h1 : ∀ w, y ⬝ᵥ ((z • (1 : Matrix (Fin (k + 1)) (Fin (k + 1)) ℂ) - toComplex T) *ᵥ w)
      = w 0 := by
    intro w
    rw [Matrix.dotProduct_mulVec, ← Matrix.mulVec_transpose, transpose_sub, transpose_smul,
      transpose_one, hTs, hy]
    simp
  have h2 := h1 (Vᴴ *ᵥ u)
  have h3 : y ⬝ᵥ Pi.single (Fin.last k) 1 = y (Fin.last k) := by simp
  rw [hN, dotProduct_smul, h3, smul_eq_mul] at h2
  have hVV : Vᴴ *ᵥ (V *ᵥ y) = y := by
    rw [Matrix.mulVec_mulVec, h.orthonormal, Matrix.one_mulVec]
  rw [ha, Matrix.mulVec_add, hVV, Matrix.mulVec_smul, Pi.add_apply, Pi.smul_apply, ← h2,
    smul_eq_mul]
  ring
```

## From the identity to the bound

Taking the modulus of the law and inserting |g| ≤ 1/|Im z| gives the bound. This is where the unit-length hypothesis `hq` enters.

```lean
/-- For a unit vector `q` and `z` off the real axis, the error of the Lanczos Green function
is at most `b² |y_last|² / |Im z|`. -/
theorem lanczos_green_error_le (h : Lanczos A V T b q) (hq : ∑ i, ‖q i‖ ^ 2 = 1)
    {z : ℂ} (hz : z.im ≠ 0) :
    ‖element A z (fun x => V x 0) (fun x => V x 0) - smallSolution T z 0‖ ≤
      b ^ 2 * ‖smallSolution T z (Fin.last k)‖ ^ 2 / |z.im| := by
  rw [lanczos_green_error h hz, norm_mul, norm_mul, norm_pow, norm_pow, Complex.norm_real,
    Real.norm_eq_abs, sq_abs, div_eq_mul_one_div]
  exact mul_le_mul_of_nonneg_left (norm_element_le h.hermitian hz hq) (by positivity)
```

## Three sites in a chain

All the hypotheses are met by an open three-site chain with unit hopping, after two Lanczos vectors from the end site. There k = 1, b = 1, and q is the unit vector on the third site. The theorem below checks the five conditions and the length of q entry by entry.

```lean
/-- Two Lanczos vectors on the open three-site chain with unit hopping, started at the end
site, satisfy the Lanczos relation with `b = 1` and `q` the unit vector on the third site. -/
theorem lanczos_witness :
    Lanczos (k := 1) (!![0, 1, 0; 1, 0, 1; 0, 1, 0] : Matrix (Fin 3) (Fin 3) ℂ)
      !![1, 0; 0, 1; 0, 0] !![0, 1; 1, 0] 1 ![0, 0, 1] ∧
    ∑ i, ‖(![0, 0, 1] : Fin 3 → ℂ) i‖ ^ 2 = 1 := by
  refine ⟨⟨?_, ?_, ?_, ?_, ?_⟩, ?_⟩
  · ext i j
    fin_cases i <;> fin_cases j <;> simp
  · exact Matrix.IsSymm.ext fun i j => by fin_cases i <;> fin_cases j <;> rfl
  · ext i j
    fin_cases i <;> fin_cases j <;> simp [Matrix.mul_apply, Fin.sum_univ_succ]
  · ext i
    fin_cases i <;> simp [Matrix.mulVec, dotProduct, Fin.sum_univ_succ]
  · ext i j
    rw [Matrix.add_apply, Matrix.smul_apply, Matrix.mul_apply, Matrix.mul_apply]
    fin_cases i <;> fin_cases j <;>
      simp +decide [toComplex, residual, Fin.sum_univ_succ]
  · simp [Fin.sum_univ_succ]

end

end LanczosGreenError
```

For this chain y₀ = z/(z² − 1) and y₁ = 1/(z² − 1), and the end-site element, the same at both ends, is (z² − 1)/(z(z² − 2)). Either side of the law then comes to

1/(z(z² − 1)(z² − 2)).

```lean
#print axioms LanczosGreenError.lanczos_green_error
#print axioms LanczosGreenError.lanczos_green_error_le
```

```
'LanczosGreenError.lanczos_green_error' depends on axioms: [propext, Classical.choice, Quot.sound]
'LanczosGreenError.lanczos_green_error_le' depends on axioms: [propext, Classical.choice, Quot.sound]
```
